# Square-wave poling gives the largest quasi-phase-matched amplitude in a crystal of whole mismatch periods

To grade a numerically optimised poling profile, divide its computed amplitude by the largest amplitude that any profile could give in the same crystal. For undepleted plane waves at a single phase mismatch, and a crystal of nonzero length holding whole mismatch periods, that divisor has a closed form.

In second-harmonic generation, contributions from different depths $z$ leave the crystal with relative phase $qz$, where $q>0$ is the phase mismatch, usually written $\Delta k$. Poling reverses the sign of the nonlinear coefficient in chosen domains, so that these contributions need not cancel. Let $d(z)$ be the coefficient divided by its largest attainable magnitude, so that $|d|\le 1$. With $N$ mismatch periods in the crystal,

$$L=\frac{2\pi N}{q},\qquad A=\int_0^L d(z)\,e^{iqz}\,dz .$$

The harmonic field at the exit is proportional to $A$ if no harmonic light enters the crystal and pump depletion, absorption and diffraction are neglected. This reduction of the coupled wave equations to one integral is assumed here. If the phase mismatch is negative in the convention used, take $q$ as its magnitude: since $d$ is real, the change of sign only replaces $A$ by its complex conjugate and leaves $|A|$ unchanged.

```lean
import Mathlib

open MeasureTheory
open scoped Real

namespace QuasiPhaseMatching

noncomputable section
```

In Lean, $L$ is `crystalLength q N`, with `N` a natural number.

```lean
/-- Length of a crystal that holds `N` full periods of the phase mismatch `q`, for `q > 0`. -/
def crystalLength (q : ℝ) (N : ℕ) : ℝ := 2 * π * N / q
```

The profile `d` is a real function on the whole line, and `amplitude d q L` is the complex number $A$, without the physical prefactor.

```lean
/-- Amplitude generated by the poling profile `d` over the length `L` at phase mismatch `q`:
the integral of `d(z) exp(i q z)` from `0` to `L`. -/
def amplitude (d : ℝ → ℝ) (q L : ℝ) : ℂ :=
  ∫ z in (0 : ℝ)..L, (d z : ℂ) * Complex.exp (Complex.I * q * z)
```

## (a) Sign of the length

Show that $L\ge 0$ when $q>0$.

The numerator $2\pi N$ is nonnegative and the denominator is positive. The value $N=0$ is allowed throughout and gives a crystal of zero length.

```lean
lemma crystalLength_nonneg {q : ℝ} (hq : 0 < q) (N : ℕ) : 0 ≤ crystalLength q N := by
  unfold crystalLength
  positivity
```

## (b) A number times its sign

Show that $\operatorname{sign}(s)\,s=|s|$ for real $s$.

For $s<0$ the product is $-s$, for $s>0$ it is $s$, and for $s=0$ both sides vanish. Lean's `Real.sign` takes the value 0 at 0; the proof splits into the same three cases.

```lean
lemma sign_mul_self_eq_abs (s : ℝ) : Real.sign s * s = |s| := by
  rcases lt_trichotomy s 0 with h | h | h
  · rw [Real.sign_of_neg h, abs_of_neg h]; ring
  · simp [h]
  · rw [Real.sign_of_pos h, abs_of_pos h, one_mul]
```

## (c) The pointwise bound

For real numbers $d$ and $s$ with $|d|\le1$, show that $ds\le|s|$.

We have $ds\le|ds|=|d|\,|s|\le|s|$.

```lean
lemma mul_le_abs_of_bound {d : ℝ} (s : ℝ) (h : |d| ≤ 1) : d * s ≤ |s| :=
  (le_abs_self _).trans (by
    rw [abs_mul]
    exact mul_le_of_le_one_left (abs_nonneg _) h)
```

## (d) Integrability of the profile

For any length $L\ge0$, show that a measurable $d$ with $|d|\le1$ on $[0,L]$ satisfies $\int_0^L|d(z)|\,dz<\infty$.

The integral is at most $\int_0^L 1\,dz=L$. Lean makes the same comparison with the constant 1, on the half-open interval `Ioc` that it uses for integrals.

```lean
lemma profile_integrable {d : ℝ → ℝ} {L : ℝ} (hL : 0 ≤ L) (hm : Measurable d)
    (hd : ∀ z ∈ Set.Icc 0 L, |d z| ≤ 1) : IntervalIntegrable d volume 0 L := by
  rw [intervalIntegrable_iff_integrableOn_Ioc_of_le hL]
  refine Integrable.mono' (integrable_const (1 : ℝ)) hm.aestronglyMeasurable ?_
  filter_upwards [ae_restrict_mem measurableSet_Ioc] with z hz
  exact hd z (Set.Ioc_subset_Icc_self hz)
```

## (e) The rectified sine over half periods

For real $a$ and a natural number $m$, show that

$$\int_a^{a+m\pi}|\sin x|\,dx=2m .$$

Since $|\sin x|$ has period $\pi$, each stretch of length $\pi$ contributes

$$\int_0^\pi\sin x\,dx=\cos0-\cos\pi=2,$$

and there are $m$ of them. In Lean, `hper` is the periodicity, `h0` the value 2, and induction on `m` adds the stretches.

```lean
/-- Over `m` half periods, from any starting point, the rectified sine integrates to `2 m`. -/
theorem integral_abs_sin_half_periods (a : ℝ) (m : ℕ) :
    ∫ x in a..(a + m * π), |Real.sin x| = 2 * m := by
  have hi : ∀ b c : ℝ, IntervalIntegrable (fun x => |Real.sin x|) volume b c :=
    fun b c => Real.continuous_sin.abs.intervalIntegrable b c
  have hper : Function.Periodic (fun x => |Real.sin x|) π := fun x => by
    simp [Real.sin_add_pi]
  have h0 : ∫ x in (0 : ℝ)..(0 + π), |Real.sin x| = 2 := by
    have h : ∫ x in (0 : ℝ)..π, |Real.sin x| = ∫ x in (0 : ℝ)..π, Real.sin x := by
      refine intervalIntegral.integral_congr fun x hx => ?_
      rw [Set.uIcc_of_le Real.pi_pos.le] at hx
      exact abs_of_nonneg (Real.sin_nonneg_of_mem_Icc hx)
    rw [zero_add, h, integral_sin, Real.cos_zero, Real.cos_pi]
    norm_num
  induction m with
  | zero => simp
  | succ m ih =>
    have e : a + ((m + 1 : ℕ) : ℝ) * π = a + m * π + π := by push_cast; ring
    have h1 : ∫ x in (a + m * π)..(a + m * π + π), |Real.sin x| = 2 :=
      (hper.intervalIntegral_add_eq _ 0).trans h0
    rw [e, ← intervalIntegral.integral_add_adjacent_intervals (hi a (a + m * π)) (hi _ _),
      ih, h1]
    push_cast
    ring
```

## (f) The rectified wave in the crystal

For every real phase $\varphi$, show that

$$\int_0^L|\sin(qz+\varphi)|\,dz=\frac{2L}{\pi}.$$

Substitute $x=qz+\varphi$ and use (e) with $a=\varphi$ and $m=2N$:

$$\frac1q\int_\varphi^{\varphi+2\pi N}|\sin x|\,dx=\frac{4N}{q}=\frac{2L}{\pi}.$$

The substitution is `integral_comp_mul_add`, and `e` rewrites the upper limit as $2N$ half periods.

```lean
/-- For `q > 0`, the rectified wave `|sin(q z + φ)|` integrates to `2 L / π` over a crystal
of `N` full periods and length `L`, whatever the phase `φ`. -/
theorem integral_abs_sin_crystal {q : ℝ} (hq : 0 < q) (N : ℕ) (φ : ℝ) :
    ∫ z in (0 : ℝ)..crystalLength q N, |Real.sin (q * z + φ)|
      = 2 * crystalLength q N / π := by
  have h := intervalIntegral.integral_comp_mul_add (a := 0) (b := crystalLength q N)
    (fun x => |Real.sin x|) hq.ne' φ
  have e : q * crystalLength q N + φ = q * 0 + φ + ((2 * N : ℕ) : ℝ) * π := by
    have h1 : q * (2 * π * N / q) = 2 * π * N := by field_simp
    rw [crystalLength, h1]
    push_cast
    ring
  simp only [smul_eq_mul] at h
  rw [e, integral_abs_sin_half_periods] at h
  rw [h, crystalLength, eq_div_iff Real.pi_ne_zero]
  push_cast
  ring
```

## (g) The amplitude as an overlap

For an integrable real profile, show that

$$\operatorname{Im}\bigl(e^{i\varphi}A\bigr)=\int_0^L d(z)\sin(qz+\varphi)\,dz .$$

Move the constant $e^{i\varphi}$ under the integral. The integrand becomes $d(z)e^{i(qz+\varphi)}$, whose imaginary part is $d(z)\sin(qz+\varphi)$ because $d$ is real. Lean states this for any real $L$ and $q$. Taking the imaginary part inside the integral requires the integrability recorded in `hf`.

```lean
/-- For an integrable profile, the imaginary part of the amplitude turned by the phase `φ`
is the overlap of the profile with `sin(q z + φ)`. -/
theorem im_phase_mul_amplitude {d : ℝ → ℝ} {L : ℝ} (hd : IntervalIntegrable d volume 0 L)
    (q φ : ℝ) : (Complex.exp (φ * Complex.I) * amplitude d q L).im
      = ∫ z in (0 : ℝ)..L, d z * Real.sin (q * z + φ) := by
  have hc : IntervalIntegrable (fun z => (d z : ℂ)) volume 0 L :=
    ⟨Complex.ofRealCLM.integrable_comp hd.1, Complex.ofRealCLM.integrable_comp hd.2⟩
  have hexp : Continuous (fun z : ℝ => Complex.exp (Complex.I * q * z)) := by fun_prop
  have hf := (hc.mul_continuousOn hexp.continuousOn).const_mul (Complex.exp (φ * Complex.I))
  unfold amplitude
  rw [← intervalIntegral.integral_const_mul]
  refine (Complex.imCLM.intervalIntegral_comp_comm hf).symm.trans
    (intervalIntegral.integral_congr fun z _ => ?_)
  have e : Complex.exp (φ * Complex.I) * ((d z : ℂ) * Complex.exp (Complex.I * q * z))
      = (d z : ℂ) * Complex.exp (((q * z + φ : ℝ) : ℂ) * Complex.I) := by
    rw [mul_left_comm, ← Complex.exp_add]
    congr 2
    push_cast
    ring
  change (Complex.exp (φ * Complex.I) * ((d z : ℂ) * Complex.exp (Complex.I * q * z))).im
    = d z * Real.sin (q * z + φ)
  rw [e, Complex.im_ofReal_mul, Complex.exp_ofReal_mul_I_im]
```

## (h) Turning a complex number onto the imaginary axis

For every complex $A$, find a real $\varphi$ with $\operatorname{Im}(e^{i\varphi}A)=|A|$.

Write $A=|A|e^{i\theta}$ and take $\varphi=\pi/2-\theta$. Then $e^{i\varphi}A=i|A|$. Lean takes `A.arg` for $\theta$.

```lean
lemma exists_phase (A : ℂ) : ∃ φ : ℝ, (Complex.exp (φ * Complex.I) * A).im = ‖A‖ := by
  refine ⟨π / 2 - A.arg, ?_⟩
  have h : Complex.exp (((π / 2 - A.arg : ℝ) : ℂ) * Complex.I) * A
      = (‖A‖ : ℂ) * Complex.exp (((π / 2 : ℝ) : ℂ) * Complex.I) := by
    calc _ = Complex.exp (((π / 2 - A.arg : ℝ) : ℂ) * Complex.I)
          * ((‖A‖ : ℂ) * Complex.exp (A.arg * Complex.I)) := by
            rw [Complex.norm_mul_exp_arg_mul_I]
      _ = _ := by
            rw [mul_left_comm, ← Complex.exp_add]
            congr 2
            push_cast
            ring
  rw [h, Complex.im_ofReal_mul, Complex.exp_ofReal_mul_I_im, Real.sin_pi_div_two, mul_one]
```

## (i) The upper bound

For measurable $d$ with $|d|\le1$ in the crystal, show that

$$|A|\le\frac{2L}{\pi}.$$

With $\varphi$ from (h), parts (g), (c) and (f) give

$$|A|=\int_0^L d(z)\sin(qz+\varphi)\,dz\le\int_0^L|\sin(qz+\varphi)|\,dz=\frac{2L}{\pi}.$$

In Lean, the `rw` line turns both sides into integrals, and `integral_mono_on` compares them.

The bound does not hold for every length. With $L=\pi/(2q)$, a quarter period, and $d=1$, one finds $|A|=|e^{i\pi/2}-1|/q=\sqrt2/q$, while $2L/\pi=1/q$.

```lean
/-- For `q > 0` and a crystal of `N` full mismatch periods and length `L`, no measurable
profile with `|d| ≤ 1` in the crystal gives an amplitude of modulus above `2 L / π`. -/
theorem norm_amplitude_le {q : ℝ} (hq : 0 < q) (N : ℕ) {d : ℝ → ℝ} (hm : Measurable d)
    (hd : ∀ z ∈ Set.Icc 0 (crystalLength q N), |d z| ≤ 1) :
    ‖amplitude d q (crystalLength q N)‖ ≤ 2 * crystalLength q N / π := by
  have hL := crystalLength_nonneg hq N
  have hi := profile_integrable hL hm hd
  obtain ⟨φ, hφ⟩ := exists_phase (amplitude d q (crystalLength q N))
  have hs : Continuous (fun z : ℝ => Real.sin (q * z + φ)) := by fun_prop
  -- turn the amplitude onto the imaginary axis and compare the integrands
  rw [← hφ, im_phase_mul_amplitude hi, ← integral_abs_sin_crystal hq N φ]
  exact intervalIntegral.integral_mono_on hL (hi.mul_continuousOn hs.continuousOn)
    (hs.abs.intervalIntegrable _ _) fun z hz => mul_le_abs_of_bound _ (hd z hz)
```

## (j) The profiles that reach the bound

Under the conditions of (i), show that $|A|=2L/\pi$ exactly when, for some real $\varphi$,

$$d(z)=\operatorname{sign}\bigl(\sin(qz+\varphi)\bigr)\quad\text{for almost every } z \text{ in the crystal}.$$

Write $s(z)=\sin(qz+\varphi)$. Suppose first that equality holds, and take $\varphi$ from (h). The deficit $|s|-ds$ is nonnegative by (c), and its integral is $2L/\pi-|A|=0$, so it vanishes almost everywhere. The zeros of $s$ lie at $z=(n\pi-\varphi)/q$ with $n$ an integer; they are countable and have measure zero. Elsewhere $ds=|s|=\operatorname{sign}(s)\,s$ by (b), and dividing by $s$ gives the profile.

Conversely, for such a profile $ds=|s|$ almost everywhere, so

$$\frac{2L}{\pi}=\int_0^L d(z)s(z)\,dz=\operatorname{Im}(e^{i\varphi}A)\le|A|,$$

and (i) gives the reverse inequality.

The phase $\varphi$ shifts all domain walls together. In Lean, "almost every" refers to the measure restricted to the crystal; `hae` is the vanishing deficit and `hc` the countability of the zeros.

```lean
/-- For `q > 0`, a crystal of `N` full mismatch periods and length `L`, and measurable `d` with
`|d| ≤ 1` in the crystal, the amplitude has modulus `2 L / π` exactly when, for some real `φ`,
`d(z) = sign(sin(q z + φ))` almost everywhere in the crystal. -/
theorem norm_amplitude_eq_iff {q : ℝ} (hq : 0 < q) (N : ℕ) {d : ℝ → ℝ} (hm : Measurable d)
    (hd : ∀ z ∈ Set.Icc 0 (crystalLength q N), |d z| ≤ 1) :
    ‖amplitude d q (crystalLength q N)‖ = 2 * crystalLength q N / π ↔
      ∃ φ : ℝ, ∀ᵐ z ∂(volume.restrict (Set.Ioc 0 (crystalLength q N))),
        d z = Real.sign (Real.sin (q * z + φ)) := by
  have hL := crystalLength_nonneg hq N
  have hi := profile_integrable hL hm hd
  constructor
  · intro heq
    obtain ⟨φ, hφ⟩ := exists_phase (amplitude d q (crystalLength q N))
    rw [im_phase_mul_amplitude hi, heq, ← integral_abs_sin_crystal hq N φ] at hφ
    have hs : Continuous (fun z : ℝ => Real.sin (q * z + φ)) := by fun_prop
    have h1 := hs.abs.intervalIntegrable (μ := volume) 0 (crystalLength q N)
    have h2 := hi.mul_continuousOn hs.continuousOn
    -- the nonnegative deficit has zero integral
    have h0 := intervalIntegral.integral_sub h1 h2
    rw [hφ, sub_self, intervalIntegral.integral_of_le hL] at h0
    have hae := (integral_eq_zero_iff_of_nonneg_ae (by
      filter_upwards [ae_restrict_mem measurableSet_Ioc] with z hz
      exact sub_nonneg.2 (mul_le_abs_of_bound _ (hd z (Set.Ioc_subset_Icc_self hz))))
      (h1.sub h2).1).1 h0
    -- the zeros of the sine are countable, hence negligible
    have hc : {z : ℝ | Real.sin (q * z + φ) = 0}.Countable := by
      refine (Set.countable_range (fun n : ℤ => ((n : ℝ) * π - φ) / q)).mono ?_
      intro z hz
      obtain ⟨n, hn⟩ := Real.sin_eq_zero_iff.1 hz
      refine ⟨n, ?_⟩
      change ((n : ℝ) * π - φ) / q = z
      rw [div_eq_iff hq.ne']
      linarith
    have hz : ∀ᵐ z : ℝ, Real.sin (q * z + φ) ≠ 0 :=
      compl_mem_ae_iff.2 (hc.measure_zero volume)
    refine ⟨φ, ?_⟩
    filter_upwards [hae, ae_restrict_of_ae hz] with z h3 h4
    have h5 : |Real.sin (q * z + φ)| - d z * Real.sin (q * z + φ) = 0 := h3
    apply mul_right_cancel₀ h4
    rw [sign_mul_self_eq_abs]
    linarith
  · rintro ⟨φ, h⟩
    refine le_antisymm (norm_amplitude_le hq N hm hd) ?_
    have h1 : ∫ z in (0 : ℝ)..crystalLength q N, |Real.sin (q * z + φ)|
        = ∫ z in (0 : ℝ)..crystalLength q N, d z * Real.sin (q * z + φ) := by
      rw [intervalIntegral.integral_of_le hL, intervalIntegral.integral_of_le hL]
      refine integral_congr_ae ?_
      filter_upwards [h] with z hz
      rw [hz, sign_mul_self_eq_abs]
    rw [← integral_abs_sin_crystal hq N φ, h1, ← im_phase_mul_amplitude hi]
    refine (le_abs_self _).trans ((Complex.abs_im_le_norm _).trans ?_)
    rw [norm_mul, Complex.norm_exp_ofReal_mul_I, one_mul]
```

## (k) The periodically poled pattern

For $d(z)=\operatorname{sign}(\sin(qz))$, show that

$$\left|\int_0^L\operatorname{sign}(\sin(qz))\,e^{iqz}\,dz\right|=\frac{2L}{\pi}.$$

This is (j) with $\varphi=0$. The pattern is measurable and takes only the values $-1$, $0$ and $1$, which is what Lean verifies before applying the equivalence.

```lean
/-- For `q > 0`, the periodically poled pattern `sign(sin(q z))` gives an amplitude of
modulus `2 L / π` in a crystal of `N` full periods and length `L`. -/
theorem norm_amplitude_periodically_poled {q : ℝ} (hq : 0 < q) (N : ℕ) :
    ‖amplitude (fun z => Real.sign (Real.sin (q * z))) q (crystalLength q N)‖
      = 2 * crystalLength q N / π := by
  have hsign : Measurable Real.sign :=
    Measurable.ite measurableSet_Iio measurable_const
      (Measurable.ite measurableSet_Ioi measurable_const measurable_const)
  have hsin : Measurable (fun z : ℝ => Real.sin (q * z)) := by fun_prop
  refine (norm_amplitude_eq_iff hq N (hsign.comp hsin) fun z _ => ?_).2
    ⟨0, Filter.Eventually.of_forall fun z => by simp⟩
  change |Real.sign (Real.sin (q * z))| ≤ 1
  rcases Real.sign_apply_eq (Real.sin (q * z)) with h | h | h <;> rw [h] <;> norm_num
```

## (l) The unpoled crystal

For $d=1$, show that $A=0$.

Since $qL=2\pi N$,

$$A=\frac{e^{iqL}-1}{iq}=\frac{1-1}{iq}=0 .$$

In Lean, `h` is the statement $e^{iqL}=1$, and `integral_exp_mul_complex` supplies the antiderivative.

```lean
/-- For `q > 0`, an unpoled crystal of `N` full mismatch periods gives zero amplitude. -/
theorem amplitude_unpoled {q : ℝ} (hq : 0 < q) (N : ℕ) :
    amplitude (fun _ => 1) q (crystalLength q N) = 0 := by
  have hqc : (q : ℂ) ≠ 0 := Complex.ofReal_ne_zero.2 hq.ne'
  have h : Complex.exp (Complex.I * q * (crystalLength q N : ℝ)) = 1 := by
    refine Complex.exp_eq_one_iff.2 ⟨N, ?_⟩
    unfold crystalLength
    push_cast
    field_simp
  unfold amplitude
  simp only [Complex.ofReal_one, one_mul]
  rw [integral_exp_mul_complex (mul_ne_zero Complex.I_ne_zero hqc), h]
  simp

end

end QuasiPhaseMatching
```

```lean
#print axioms QuasiPhaseMatching.norm_amplitude_periodically_poled
-- 'QuasiPhaseMatching.norm_amplitude_periodically_poled' depends on axioms: [propext, Classical.choice, Quot.sound]
#print axioms QuasiPhaseMatching.amplitude_unpoled
-- 'QuasiPhaseMatching.amplitude_unpoled' depends on axioms: [propext, Classical.choice, Quot.sound]
```
